# Restoring the total charge by the least weighted change of predicted atomic charges

A model that predicts a partial charge for each atom separately need not reproduce the total charge of the system, and asking for the "smallest" repair means nothing until a measure of size is fixed. Here the measure is a sum of squared changes with one strictly positive weight per atom and no coupling between atoms. The weights are given numbers. A large weight marks an atom whose charge is costly to alter, as for a chemically hard atom or a confident prediction, and nothing below derives them. "Least" means a direct comparison with every other assignment of real charges that has the right total, so no derivatives enter the statement.

The correction matters when predicted point charges feed a Coulomb energy, whose long-range part depends on the net charge; the result concerns one configuration of finitely many atoms, one linear constraint and fixed weights, and it contains no electrostatic energy.

## The minimiser and its multiplier

Let $N \ge 1$ atoms carry predicted charges $q_i$ and weights $w_i > 0$, and let $Q$ be the target total. For two charge assignments $q$ and $p$ define

$$C(q,p) = \sum_i w_i (p_i - q_i)^2, \qquad S = \sum_k \frac{1}{w_k}, \qquad c_i = q_i + \frac{Q - \sum_j q_j}{w_i S}.$$

The claim is that $p$ satisfies $\sum_i p_i = Q$ and minimises $C(q,p)$ among all assignments of total $Q$ if and only if $p = c$.

The formula comes from a Lagrange multiplier. Setting to zero the derivative of $C(q,p) - 2\mu\left(\sum_i p_i - Q\right)$ with respect to $p_i$ gives $w_i(p_i - q_i) = \mu$, so $p_i - q_i = \mu / w_i$. Summing over atoms and using the constraint gives $Q - \sum_j q_j = \mu S$. Since $S$ is a nonempty sum of positive terms, $S > 0$ and $\mu = (Q - \sum_j q_j)/S$, which yields $p = c$. Conversely $w_i(c_i - q_i) = \mu$ with this $\mu$, and $\sum_i c_i = \sum_i q_i + \mu S = Q$.

Minimality follows from algebra alone. For any $p$ of total $Q$ write $p_i - q_i = (c_i - q_i) + (p_i - c_i)$ and expand:

$$w_i(p_i - q_i)^2 = w_i(c_i - q_i)^2 + w_i(p_i - c_i)^2 + 2\mu\,(p_i - c_i).$$

The last term sums to $2\mu(Q - Q) = 0$, so

$$C(q,p) = C(q,c) + C(c,p).$$

Because $C(c,p) \ge 0$, no admissible $p$ has a lower cost than $c$. If $p$ is itself a minimiser then $C(q,p) \le C(q,c)$, hence $C(c,p) = 0$, and positive weights force $p_i = c_i$ for every atom. The minimal cost is $\sum_i w_i (\mu/w_i)^2 = \mu^2 S = (Q - \sum_j q_j)^2/S$. For a single atom $S = 1/w_i$ and $c_i = Q$, the only admissible value.

## Atoms, charges and weights as Lean objects

```lean
import Mathlib

open Finset

namespace ChargeCorrection

noncomputable section

variable {ι : Type*} [Fintype ι]
```

The atoms are the elements of a finite type `ι`, with no ordering and no positions. Charges and weights are functions `ι → ℝ`, in any fixed unit of charge, with no restriction on sign or size of the charges.

```lean
/-- The sum of the inverse weights, `S = ∑ₖ 1 / wₖ`. -/
def softness (w : ι → ℝ) : ℝ := ∑ k, 1 / w k

/-- The weighted squared change `∑ᵢ wᵢ (pᵢ - qᵢ)²` in going from charges `q` to charges `p`. -/
def cost (w q p : ι → ℝ) : ℝ := ∑ i, w i * (p i - q i) ^ 2

/-- The corrected charges `qᵢ + (Q - ∑ q) / (wᵢ ∑ₖ 1 / wₖ)` for target total charge `Q`. -/
def corrected (w q : ι → ℝ) (Q : ℝ) : ι → ℝ :=
  fun i => q i + (Q - ∑ j, q j) / (w i * softness w)
```

These are $S$, $C(q,p)$ and $c$. The definitions accept arbitrary real weights, and Lean reads $1/0$ as $0$, so the physical meaning rests on the hypothesis `hw : ∀ i, 0 < w i` in the theorems. The assumption `[Nonempty ι]` is $N \ge 1$; with no atoms the total is zero and a nonzero $Q$ cannot be met.

## The constraint and the equal weighted shifts

```lean
/-- For at least one atom and positive weights, the sum of inverse weights is positive. -/
theorem softness_pos [Nonempty ι] {w : ι → ℝ} (hw : ∀ i, 0 < w i) : 0 < softness w :=
  Finset.sum_pos (fun k _ => one_div_pos.mpr (hw k)) Finset.univ_nonempty
```

This is $S > 0$, which licenses every later division by $S$.

```lean
/-- The corrected charges sum to the target total charge `Q`. -/
theorem sum_corrected [Nonempty ι] {w : ι → ℝ} (hw : ∀ i, 0 < w i) (q : ι → ℝ) (Q : ℝ) :
    ∑ i, corrected w q Q i = Q := by
  have hS := (softness_pos hw).ne'
  have h : ∀ i, corrected w q Q i
      = q i + (Q - ∑ j, q j) / softness w * (1 / w i) := by
    intro i
    have hi := (hw i).ne'
    have e : (Q - ∑ j, q j) / (w i * softness w)
        = (Q - ∑ j, q j) / softness w * (1 / w i) := by
      field_simp
    simp only [corrected]
    rw [e]
  -- the shifts are proportional to 1 / wᵢ, and these add up to S
  rw [Finset.sum_congr rfl (fun i _ => h i), Finset.sum_add_distrib, ← Finset.mul_sum]
  change ∑ i, q i + (Q - ∑ j, q j) / softness w * softness w = Q
  rw [div_mul_cancel₀ _ hS]
  ring
```

The auxiliary statement `h` writes each corrected charge as $q_i + \mu \cdot (1/w_i)$ with $\mu = (Q - \sum_j q_j)/S$. Splitting the sum and pulling out $\mu$ with `Finset.mul_sum` leaves $\sum_i q_i + \mu S$, and `div_mul_cancel₀` cancels $S$.

```lean
/-- Charges `p` are the corrected charges exactly when they sum to `Q` and the weighted shift
`wᵢ (pᵢ - qᵢ)` takes one common value `μ` on all atoms. -/
theorem eq_corrected_iff_stationary [Nonempty ι] {w : ι → ℝ} (hw : ∀ i, 0 < w i)
    (q p : ι → ℝ) (Q : ℝ) :
    p = corrected w q Q ↔ (∑ i, p i = Q ∧ ∃ μ : ℝ, ∀ i, w i * (p i - q i) = μ) := by
  have hS := (softness_pos hw).ne'
  constructor
  · intro h
    rw [h]
    refine ⟨sum_corrected hw q Q, (Q - ∑ j, q j) / softness w, fun i => ?_⟩
    have hi := (hw i).ne'
    simp only [corrected]
    rw [add_sub_cancel_left]
    field_simp
  · rintro ⟨hp, μ, hμ⟩
    have h : ∀ i, p i - q i = μ * (1 / w i) := by
      intro i
      have hi := (hw i).ne'
      rw [← hμ i]
      field_simp
    -- the constraint fixes the multiplier: Q - ∑ q = μ S
    have hμS : Q - ∑ j, q j = μ * softness w := by
      rw [← hp, ← Finset.sum_sub_distrib, Finset.sum_congr rfl (fun i _ => h i),
        ← Finset.mul_sum]
      rfl
    funext i
    have hi := (hw i).ne'
    have e : μ * softness w / (w i * softness w) = μ * (1 / w i) := by
      field_simp
    simp only [corrected]
    rw [hμS, e]
    linarith [h i]
```

In words, $p = c$ exactly when $p$ has total $Q$ and some number $\mu$ equals $w_i(p_i - q_i)$ on all atoms. The forward direction supplies the explicit $\mu$. The backward direction is the multiplier argument above: `h` is $p_i - q_i = \mu/w_i$, and `hμS` is its sum, $Q - \sum_j q_j = \mu S$. The stationarity condition appears as an algebraic equation, and no Lagrangian is differentiated.

## Splitting the cost and the main theorem

```lean
/-- For any charges `p` of total `Q`, the weighted squared change from `q` to `p` is the change
from `q` to the corrected charges plus the change from the corrected charges to `p`. -/
theorem cost_split [Nonempty ι] {w : ι → ℝ} (hw : ∀ i, 0 < w i) (q p : ι → ℝ) (Q : ℝ)
    (hp : ∑ i, p i = Q) :
    cost w q p = cost w q (corrected w q Q) + cost w (corrected w q Q) p := by
  obtain ⟨hc, μ, hμ⟩ := (eq_corrected_iff_stationary hw q _ Q).mp rfl
  generalize corrected w q Q = c at hc hμ ⊢
  have h : ∀ i, w i * (p i - q i) ^ 2
      = w i * (c i - q i) ^ 2 + w i * (p i - c i) ^ 2 + 2 * μ * (p i - c i) := by
    intro i
    linear_combination 2 * (p i - c i) * hμ i
  -- the cross term vanishes since p and c carry the same total charge
  unfold cost
  rw [Finset.sum_congr rfl (fun i _ => h i), Finset.sum_add_distrib, Finset.sum_add_distrib,
    ← Finset.mul_sum, Finset.sum_sub_distrib, hp, hc]
  ring
```

After extracting the total `hc` and the multiplier `hμ`, the proof uses `generalize` to forget the formula for $c$, so only those two properties are used. The expansion for one atom is checked by `linear_combination 2 * (p i - c i) * hμ i`: the two sides differ by $2(p_i - c_i)$ times $w_i(c_i - q_i) - \mu$. Rewriting with `hp` and `hc` turns the cross term into $2\mu(Q - Q)$.

```lean
/-- With positive weights the weighted squared change is nonnegative, and it vanishes exactly
when no charge changes. -/
theorem cost_nonneg_and_eq_zero_iff {w : ι → ℝ} (hw : ∀ i, 0 < w i) (q p : ι → ℝ) :
    0 ≤ cost w q p ∧ (cost w q p = 0 ↔ p = q) := by
  have hn : ∀ i ∈ (Finset.univ : Finset ι), 0 ≤ w i * (p i - q i) ^ 2 :=
    fun i _ => mul_nonneg (hw i).le (sq_nonneg _)
  refine ⟨Finset.sum_nonneg hn, fun h => ?_, fun h => by simp [cost, h]⟩
  funext i
  have hi := (Finset.sum_eq_zero_iff_of_nonneg hn).mp h i (Finset.mem_univ i)
  rcases mul_eq_zero.mp hi with h0 | h0
  · exact absurd h0 (hw i).ne'
  · exact sub_eq_zero.mp (pow_eq_zero_iff two_ne_zero |>.mp h0)
```

Each term is nonnegative, so a vanishing sum has vanishing terms, and $w_i \ne 0$ leaves $p_i = q_i$. This holds for any number of atoms, including none.

```lean
/-- Charges `p` sum to `Q` and have the least weighted squared change from `q` among all charges
summing to `Q` if and only if `pᵢ = qᵢ + (Q - ∑ q) / (wᵢ ∑ₖ 1 / wₖ)`. -/
theorem minimiser_iff [Nonempty ι] {w : ι → ℝ} (hw : ∀ i, 0 < w i) (q p : ι → ℝ) (Q : ℝ) :
    (∑ i, p i = Q ∧ ∀ r : ι → ℝ, ∑ i, r i = Q → cost w q p ≤ cost w q r)
      ↔ p = corrected w q Q := by
  constructor
  · rintro ⟨hp, hmin⟩
    -- comparing with the corrected charges forces the excess cost to vanish
    have h1 := hmin _ (sum_corrected hw q Q)
    have h2 := cost_split hw q p Q hp
    obtain ⟨h3, h4⟩ := cost_nonneg_and_eq_zero_iff hw (corrected w q Q) p
    exact h4.mp (by linarith)
  · intro h
    rw [h]
    refine ⟨sum_corrected hw q Q, fun r hr => ?_⟩
    have h2 := cost_split hw q r Q hr
    have h3 := (cost_nonneg_and_eq_zero_iff hw (corrected w q Q) r).1
    linarith
```

The left side says that `p` has total `Q` and that `cost w q p ≤ cost w q r` for every `r` of total `Q`. Read from right to left, the theorem says that $c$ is admissible and minimal; read from left to right, that nothing else is. In the uniqueness direction `h1` is $C(q,p) \le C(q,c)$, `h2` is the splitting and `h3` is $C(c,p) \ge 0$, from which `linarith` obtains $C(c,p) = 0$. Off-diagonal couplings between atoms, further constraints such as fragment charges or a dipole moment, and any dependence of $q$ or $w$ on geometry are not covered.

## Minimal cost, distance to a reference and equal weights

```lean
/-- The weighted squared change from `q` to the corrected charges, multiplied by `∑ₖ 1 / wₖ`,
equals the squared charge defect `(Q - ∑ q)²`. -/
theorem cost_corrected [Nonempty ι] {w : ι → ℝ} (hw : ∀ i, 0 < w i) (q : ι → ℝ) (Q : ℝ) :
    cost w q (corrected w q Q) * softness w = (Q - ∑ j, q j) ^ 2 := by
  have hS := (softness_pos hw).ne'
  have h : ∀ i, w i * (corrected w q Q i - q i) ^ 2
      = ((Q - ∑ j, q j) / softness w) ^ 2 * (1 / w i) := by
    intro i
    have hi := (hw i).ne'
    simp only [corrected]
    rw [add_sub_cancel_left]
    field_simp
  unfold cost
  rw [Finset.sum_congr rfl (fun i _ => h i), ← Finset.mul_sum]
  change ((Q - ∑ j, q j) / softness w) ^ 2 * softness w * softness w = _
  field_simp
```

The statement is $C(q,c)\,S = (Q - \sum_j q_j)^2$; dividing by $S > 0$ gives the minimal cost found above. Each term is rewritten as $\mu^2/w_i$ and summed.

```lean
/-- For any reference charges `r` of total `Q`, the weighted squared deviation of the corrected
charges from `r` is at most that of the predicted charges. -/
theorem corrected_closer [Nonempty ι] {w : ι → ℝ} (hw : ∀ i, 0 < w i) (q r : ι → ℝ) (Q : ℝ)
    (hr : ∑ i, r i = Q) : cost w (corrected w q Q) r ≤ cost w q r := by
  have h1 := cost_split hw q r Q hr
  have h2 := (cost_nonneg_and_eq_zero_iff hw q (corrected w q Q)).1
  linarith
```

If $r$ is any reference assignment of total $Q$, such as the charges a model is trained to reproduce, then $C(c,r) \le C(q,r)$, by the splitting and $C(q,c) \ge 0$. The bound is on the sum with the same weights; the error on an individual atom may grow.

```lean
/-- With equal positive weights on `N` atoms, every atom receives the same shift
`(Q - ∑ q) / N`. -/
theorem corrected_uniform [Nonempty ι] {a : ℝ} (ha : 0 < a) (q : ι → ℝ) (Q : ℝ) (i : ι) :
    (corrected (fun _ => a) q Q i - q i) * (Fintype.card ι : ℝ) = Q - ∑ j, q j := by
  have hN : (Fintype.card ι : ℝ) ≠ 0 := Nat.cast_ne_zero.mpr Fintype.card_ne_zero
  have ha' := ha.ne'
  have hS : softness (fun _ : ι => a) = (Fintype.card ι : ℝ) * (1 / a) := by
    simp only [softness]
    rw [Finset.sum_const, Finset.card_univ, nsmul_eq_mul]
  have e : a * ((Fintype.card ι : ℝ) * (1 / a)) = (Fintype.card ι : ℝ) := by
    field_simp
  simp only [corrected]
  rw [add_sub_cancel_left, hS, e, div_mul_cancel₀ _ hN]

end

end ChargeCorrection
```

```lean
#print axioms ChargeCorrection.minimiser_iff
#print axioms ChargeCorrection.cost_corrected
#print axioms ChargeCorrection.corrected_closer
#print axioms ChargeCorrection.corrected_uniform
```

```
'ChargeCorrection.minimiser_iff' depends on axioms: [propext, Classical.choice, Quot.sound]
'ChargeCorrection.cost_corrected' depends on axioms: [propext, Classical.choice, Quot.sound]
'ChargeCorrection.corrected_closer' depends on axioms: [propext, Classical.choice, Quot.sound]
'ChargeCorrection.corrected_uniform' depends on axioms: [propext, Classical.choice, Quot.sound]
```

In `corrected_uniform` all weights equal $a > 0$ and `Fintype.card ι` is $N$. Then $S = N/a$ and $aS = N$, so $(c_i - q_i)N = Q - \sum_j q_j$: every atom is shifted by $(Q - \sum_j q_j)/N$, whatever $a$ is.

## The correction in a program, and a version with frozen atoms

The numerical example, the advice on model outputs and the version with frozen atoms below are not formalised. In code the step needs two sums per molecule. With $s_i = 1/w_i$ one forms the defect $D = Q - \sum_j q_j$ and returns $q_i + D\,s_i/S$. Invented values $q = (-0.80, 0.45, 0.45)$, $w = (1,2,2)$ and $Q = 0$ give $D = -0.10$, $S = 2$, $c = (-0.85, 0.425, 0.425)$ and cost $0.005$. When the model also supplies the $s_i$, computing each as a positive function, such as the exponential, of an unconstrained real output secures the hypothesis in exact arithmetic, and the theorem applies to each configuration separately.

Taking $s_i \ge 0$ as the primary data, with $S = \sum_k s_k > 0$ assumed, would admit atoms with $s_i = 0$ whose charge stays fixed. The corrected charges would still sum to $Q$, but such an atom has no finite weight, so the minimisation would need the extra constraint $p_i = q_i$ there and a cost summed over the remaining atoms.
